# Linear finite elements for an attractive delta at a node: the bound state \(q^{|n|}\) alternates in sign exactly when \(gh>3\)

A single particle moves on the infinite line with Hamiltonian

\[ H=-\tfrac12\frac{d^2}{dx^2}-g\,\delta(x),\qquad g>0, \]

in units with \(\hbar=m=1\). The nodes are at \(x=nh\), with \(n\) an integer and \(h>0\) the element size. The wavefunction is linear on each element and has the real value \(u_n\) at node \(n\); the delta sits at node 0.

In Lean 4 with Mathlib:

```lean
import Mathlib

namespace FiniteElementDelta

noncomputable section
```

On one element, with local coordinate \(x\in[0,h]\) and end values \(a\) and \(b\), the function is \(a(1-x/h)+b\,x/h\).

```lean
/-- The linear function on an element `[0, h]`, `h > 0`, with end values `a` and `b`. -/
def trial (h a b x : ℝ) : ℝ := a * (1 - x / h) + b * (x / h)
```

After integration by parts, the kinetic energy needs only first derivatives. Each element contributes \(\tfrac12\int_0^h u'v'\,dx\).

```lean
/-- Kinetic energy form `½ ∫ u' v'` over one element of size `h > 0`, for linear functions with end
values `a, b` and `c, d`. -/
def kineticElement (h a b c d : ℝ) : ℝ :=
  ∫ x in (0 : ℝ)..h, 1 / 2 * deriv (trial h a b) x * deriv (trial h c d) x
```

The hat functions are not orthogonal, so the eigenproblem is a generalised one, with overlap \(\int_0^h uv\,dx\) from each element.

```lean
/-- Overlap `∫ u v` over one element of size `h > 0`, for linear functions with end values `a, b`
and `c, d`. -/
def overlapElement (h a b c d : ℝ) : ℝ :=
  ∫ x in (0 : ℝ)..h, trial h a b x * trial h c d x
```

The Galerkin equation at node \(n\) tests with the hat function that is 1 at that node and 0 at all others. It collects the element on the left, where the test function has end values 0, 1, and the element on the right, where it has 1, 0. The delta enters through its point value, \(g\,u_0\) for \(n=0\) and zero otherwise.

```lean
/-- Galerkin equation for `-½ d²/dx² - g δ(x)` at energy `E`, tested with the hat function of node
`n`; the elements have size `h > 0` and the delta sits at node `0`. -/
def NodeEquation (h g E : ℝ) (u : ℤ → ℝ) (n : ℤ) : Prop :=
  kineticElement h (u (n - 1)) (u n) 0 1 + kineticElement h (u n) (u (n + 1)) 1 0
      - (if n = 0 then g * u 0 else 0)
    = E * (overlapElement h (u (n - 1)) (u n) 0 1 + overlapElement h (u n) (u (n + 1)) 1 0)
```

A bound state is a nonzero, square-summable `u : ℤ → ℝ` that satisfies all these equations. Square-summability stands for normalisability.

```lean
/-- A bound state on the mesh of size `h > 0`: nonzero, square-summable nodal values that satisfy
the Galerkin equation at every node. -/
def IsBoundState (h g E : ℝ) (u : ℤ → ℝ) : Prop :=
  u ≠ 0 ∧ Summable (fun n => u n ^ 2) ∧ ∀ n, NodeEquation h g E u n
```

The candidate state has \(u_n=q^{|n|}\) with \(|q|<1\), and \(q^0=1\) also for \(q=0\). It is unnormalised; the nodal values of the state with unit norm are \(q^{|n|}\sqrt{3(1-q^2)/\bigl(2h(1+q+q^2)\bigr)}\).

```lean
/-- The nodal values `q^|n|`. -/
def tail (q : ℝ) (n : ℤ) : ℝ := q ^ n.natAbs
```

The next lemma replaces \(|n|\) by a known distance \(k\).

```lean
/-- The nodal value at distance `k` from the delta is `q^k`. -/
lemma tail_eq {q : ℝ} {n : ℤ} {k : ℕ} (hk : n.natAbs = k) : tail q n = q ^ k := by
  rw [tail, hk]
```

## From element integrals to a three-point stencil

The slope on an element is constant, \((b-a)/h\).

```lean
/-- The slope of a linear trial function is the difference of its end values over `h`. -/
lemma deriv_trial (h a b x : ℝ) : deriv (trial h a b) x = (b - a) / h := by
  have e : trial h a b = fun x => (b - a) / h * x + a := by
    funext x
    unfold trial
    ring
  rw [e]
  exact ((((hasDerivAt_id' x).const_mul _).add_const a).congr_deriv (mul_one _)).deriv
```

For end values \(a,b\) and \(c,d\) the kinetic integrand is therefore constant, and the integral is

\[ \tfrac12\cdot\frac{b-a}{h}\cdot\frac{d-c}{h}\cdot h=\frac{(b-a)(d-c)}{2h}. \]

```lean
/-- The value of `kineticElement` for `h ≠ 0`, in terms of the end values. -/
theorem kineticElement_eq {h : ℝ} (hh : h ≠ 0) (a b c d : ℝ) :
    kineticElement h a b c d = (b - a) * (d - c) / (2 * h) := by
  simp only [kineticElement, deriv_trial, intervalIntegral.integral_const, smul_eq_mul, sub_zero]
  field_simp
```

For the overlap, write \(\alpha=(b-a)/h\) and \(\beta=(d-c)/h\). Then

\[ \int_0^h(a+\alpha x)(c+\beta x)\,dx=ach+\frac{(a\beta+c\alpha)h^2}{2}+\frac{\alpha\beta h^3}{3}=\frac h6(2ac+ad+bc+2bd). \]

The proof differentiates this antiderivative and applies the fundamental theorem of calculus.

```lean
/-- The value of `overlapElement` for `h ≠ 0`, in terms of the end values. -/
theorem overlapElement_eq {h : ℝ} (hh : h ≠ 0) (a b c d : ℝ) :
    overlapElement h a b c d = h / 6 * (2 * a * c + a * d + b * c + 2 * b * d) := by
  -- an explicit antiderivative of the product of two linear functions
  have hd : ∀ x ∈ Set.uIcc 0 h, HasDerivAt (fun x : ℝ => a * c * x
      + (a * ((d - c) / h) + c * ((b - a) / h)) / 2 * x ^ 2
      + (b - a) / h * ((d - c) / h) / 3 * x ^ 3) (trial h a b x * trial h c d x) x := by
    intro x _
    have h2 : HasDerivAt (fun x : ℝ => x ^ 2) (2 * x) x := by simpa using hasDerivAt_pow 2 x
    have h3 : HasDerivAt (fun x : ℝ => x ^ 3) (3 * x ^ 2) x := by simpa using hasDerivAt_pow 3 x
    refine ((((hasDerivAt_id' x).const_mul _).fun_add (h2.const_mul _)).fun_add
      (h3.const_mul _)).congr_deriv ?_
    unfold trial
    ring
  have hc : Continuous (fun x => trial h a b x * trial h c d x) := by
    unfold trial
    fun_prop
  rw [overlapElement, intervalIntegral.integral_eq_sub_of_hasDerivAt hd (hc.intervalIntegrable 0 h)]
  field_simp
  ring
```

At node \(n\) the two kinetic terms add up to \((2u_n-u_{n-1}-u_{n+1})/(2h)\), and the two overlaps to \(\tfrac h6(u_{n-1}+4u_n+u_{n+1})\). Multiplying the node equation by \(6h\) gives

\[ 3(2u_n-u_{n-1}-u_{n+1})-6hg\,u_0\,\delta_{n0}=Eh^2(u_{n-1}+4u_n+u_{n+1}). \]

Since \(h\neq0\), this step can be reversed.

```lean
/-- For `h ≠ 0` the equation `NodeEquation`, multiplied by `6h`, is a three-point stencil. -/
theorem nodeEquation_iff {h : ℝ} (hh : h ≠ 0) (g E : ℝ) (u : ℤ → ℝ) (n : ℤ) :
    NodeEquation h g E u n ↔
      3 * (2 * u n - u (n - 1) - u (n + 1)) - 6 * h * (if n = 0 then g * u 0 else 0)
        = E * h ^ 2 * (u (n - 1) + 4 * u n + u (n + 1)) := by
  have hi : h * h⁻¹ = 1 := mul_inv_cancel₀ hh
  simp only [NodeEquation, kineticElement_eq hh, overlapElement_eq hh]
  constructor
  · intro H
    linear_combination 6 * h * H - 3 * (2 * u n - u (n - 1) - u (n + 1)) * hi
  · intro H
    apply mul_left_cancel₀ (mul_ne_zero (by norm_num : (6 : ℝ) ≠ 0) hh)
    linear_combination H + 3 * (2 * u n - u (n - 1) - u (n + 1)) * hi
```

## Two nodes fix the energy and the strength

Square-summability follows from the geometric series in \(q^2\), once on each side of the delta.

```lean
/-- For `|q| < 1` the nodal values `q^|n|` are square-summable. -/
lemma summable_tail {q : ℝ} (hq : |q| < 1) : Summable (fun n : ℤ => tail q n ^ 2) := by
  obtain ⟨h1, h2⟩ := abs_lt.1 hq
  have hs : Summable (fun n : ℕ => (q ^ 2) ^ n) :=
    summable_geometric_of_lt_one (sq_nonneg q) (by nlinarith)
  have e1 : (fun n : ℕ => tail q (n : ℤ) ^ 2) = fun n => (q ^ 2) ^ n := by
    funext n
    rw [tail_eq (show (n : ℤ).natAbs = n by omega)]
    ring
  have e2 : (fun n : ℕ => tail q (-(n : ℤ)) ^ 2) = fun n => (q ^ 2) ^ n := by
    funext n
    rw [tail_eq (show (-(n : ℤ)).natAbs = n by omega)]
    ring
  have s1 : Summable (fun n : ℕ => tail q (n : ℤ) ^ 2) := by rw [e1]; exact hs
  have s2 : Summable (fun n : ℕ => tail q (-(n : ℤ)) ^ 2) := by rw [e2]; exact hs
  exact Summable.of_nat_of_neg s1 s2
```

Let \(D=1+4q+q^2\). Node 1 gives \(3(2q-1-q^2)=Eh^2D\), that is,

\[ Eh^2D=-3(1-q)^2. \]

Node 0 gives \(6(1-q)-6gh=Eh^2(4+2q)\). Multiplying by \(D\) and inserting the energy relation,

\[ ghD=(1-q)\bigl[D+(1-q)(2+q)\bigr]=3(1-q^2). \]

The right side is positive and so is \(gh\), hence \(D>0\), and division gives

\[ gh=\frac{3(1-q^2)}{D},\qquad E=-\frac{3(1-q)^2}{h^2D}. \]

Conversely, these relations solve every node equation. At \(n=\pm(k+1)\), with \(k\ge0\), the equation is \(q^k\) times that of node 1; at node 0 it follows after cancelling \(D\). The theorem states this equivalence for given \(g,h>0\) and \(|q|<1\). In the proof `lt_trichotomy` separates the nodes left of, at and right of the delta, and `linear_combination` does the algebra.

```lean
/-- For `g, h > 0` and `|q| < 1`, the values `q^|n|` are a bound state of energy `E` exactly when
`D = 1 + 4q + q²` is positive, `gh = 3(1 - q²)/D` and `E = -3(1 - q)²/(h² D)`. -/
theorem isBoundState_iff {h g q : ℝ} (hh : 0 < h) (hg : 0 < g) (hq : |q| < 1) (E : ℝ) :
    IsBoundState h g E (tail q) ↔
      0 < 1 + 4 * q + q ^ 2 ∧ g * h = 3 * (1 - q ^ 2) / (1 + 4 * q + q ^ 2) ∧
        E = -3 * (1 - q) ^ 2 / (h ^ 2 * (1 + 4 * q + q ^ 2)) := by
  obtain ⟨hq1, hq2⟩ := abs_lt.1 hq
  constructor
  · rintro ⟨-, -, H⟩
    -- node 1 fixes the energy, node 0 the strength
    have h0 : 3 * (2 * 1 - q - q) - 6 * h * (g * 1) = E * h ^ 2 * (q + 4 * 1 + q) := by
      simpa [tail] using (nodeEquation_iff hh.ne' g E (tail q) 0).1 (H 0)
    have h1 : 3 * (2 * q - 1 - q ^ 2) - 6 * h * 0 = E * h ^ 2 * (1 + 4 * q + q ^ 2) := by
      simpa [tail] using (nodeEquation_iff hh.ne' g E (tail q) 1).1 (H 1)
    have hE : E * (h ^ 2 * (1 + 4 * q + q ^ 2)) = -3 * (1 - q) ^ 2 := by
      linear_combination (-1) * h1
    have hG : g * h * (1 + 4 * q + q ^ 2) = 3 * (1 - q ^ 2) := by
      linear_combination (-1 / 6) * (1 + 4 * q + q ^ 2) * h0 - (4 + 2 * q) / 6 * hE
    have hD : 0 < 1 + 4 * q + q ^ 2 := by
      by_contra hn
      have := mul_nonneg (mul_pos hg hh).le (sub_nonneg.2 (not_lt.1 hn))
      nlinarith
    exact ⟨hD, (eq_div_iff hD.ne').2 hG, (eq_div_iff (mul_pos (pow_pos hh 2) hD).ne').2 hE⟩
  · rintro ⟨hD, hG, hE⟩
    rw [eq_div_iff hD.ne'] at hG
    rw [eq_div_iff (mul_pos (pow_pos hh 2) hD).ne'] at hE
    refine ⟨fun h0 => ?_, summable_tail hq, fun n => ?_⟩
    · have := congrFun h0 0
      simp [tail] at this
    rw [nodeEquation_iff hh.ne']
    rcases lt_trichotomy n 0 with hn | hn | hn
    · obtain ⟨k, rfl⟩ : ∃ k : ℕ, n = -((k : ℤ) + 1) := ⟨(-n - 1).toNat, by omega⟩
      rw [if_neg (by omega), tail_eq (show (-((k : ℤ) + 1) - 1).natAbs = k + 2 by omega),
        tail_eq (show (-((k : ℤ) + 1) + 1).natAbs = k by omega),
        tail_eq (show (-((k : ℤ) + 1)).natAbs = k + 1 by omega)]
      linear_combination (-q ^ k) * hE
    · subst hn
      rw [if_pos rfl, tail_eq (show ((0 : ℤ) - 1).natAbs = 1 by omega),
        tail_eq (show ((0 : ℤ) + 1).natAbs = 1 by omega),
        tail_eq (show (0 : ℤ).natAbs = 0 by omega)]
      apply mul_left_cancel₀ hD.ne'
      linear_combination (-6) * hG - (4 + 2 * q) * hE
    · obtain ⟨k, rfl⟩ : ∃ k : ℕ, n = (k : ℤ) + 1 := ⟨(n - 1).toNat, by omega⟩
      rw [if_neg (by omega), tail_eq (show ((k : ℤ) + 1 - 1).natAbs = k by omega),
        tail_eq (show ((k : ℤ) + 1 + 1).natAbs = k + 2 by omega),
        tail_eq (show ((k : ℤ) + 1).natAbs = k + 1 by omega)]
      linear_combination (-q ^ k) * hE
```

## The energy lies above \(-g^2/2\)

The continuum Hamiltonian has one bound state, \(e^{-g|x|}\), with energy \(-g^2/2\). This value is a known reference here and is not derived in the code. From the two relations,

\[ \Bigl(E+\frac{g^2}{2}\Bigr)2h^2D^2=-6(1-q)^2D+9(1-q^2)^2=3(1-q)^4>0. \]

The inequality is strict because \(q<1\). The identity is `key` in the proof.

```lean
/-- For `g, h > 0` and `|q| < 1`, a bound state `q^|n|` has energy strictly above `-g²/2`. -/
theorem energy_gt {h g q E : ℝ} (hh : 0 < h) (hg : 0 < g) (hq : |q| < 1)
    (hu : IsBoundState h g E (tail q)) : -g ^ 2 / 2 < E := by
  obtain ⟨hD, hG, hE⟩ := (isBoundState_iff hh hg hq E).1 hu
  rw [eq_div_iff hD.ne'] at hG
  rw [eq_div_iff (mul_pos (pow_pos hh 2) hD).ne'] at hE
  -- the energy error is a positive multiple of (1 - q)^4
  have key : (E + g ^ 2 / 2) * (2 * h ^ 2 * (1 + 4 * q + q ^ 2) ^ 2) = 3 * (1 - q) ^ 4 := by
    linear_combination 2 * (1 + 4 * q + q ^ 2) * hE
      + (g * h * (1 + 4 * q + q ^ 2) + 3 * (1 - q ^ 2)) * hG
  have hp : 0 < 2 * h ^ 2 * (1 + 4 * q + q ^ 2) ^ 2 :=
    mul_pos (mul_pos two_pos (pow_pos hh 2)) (pow_pos hD 2)
  have h4 : 0 < (1 - q) ^ 4 := pow_pos (sub_pos.2 (abs_lt.1 hq).2) 4
  by_contra hn
  have hn' : 0 ≤ -(E + g ^ 2 / 2) := by linarith [not_lt.1 hn]
  have := mul_nonneg hn' hp.le
  rw [neg_mul, key] at this
  linarith
```

## Alternation beyond three decay lengths

The strength relation gives

\[ (gh-3)D=3(1-q^2)-3(1+4q+q^2)=-6q(2+q). \]

As \(D\) and \(2+q\) are positive, \(gh>3\) holds exactly when \(q<0\). Alternation means \(u_nu_{n+1}<0\) for every \(n\). At \(n=0\) this says \(q<0\); conversely, \(q^kq^{k+1}=q\,(q^k)^2<0\) for \(q<0\). At \(gh=3\) one has \(q=0\), and the state is the single hat function at the delta.

For this non-interacting, one-dimensional model, a sign-alternating tail in a linear-element calculation thus signals an element longer than three decay lengths \(1/g\); the exact state has no sign changes.

```lean
/-- For `g, h > 0` and `|q| < 1`, neighbouring nodal values of a bound state `q^|n|` all have
opposite signs exactly when `gh > 3`. -/
theorem alternates_iff {h g q E : ℝ} (hh : 0 < h) (hg : 0 < g) (hq : |q| < 1)
    (hu : IsBoundState h g E (tail q)) :
    (∀ n, tail q n * tail q (n + 1) < 0) ↔ 3 < g * h := by
  obtain ⟨hD, hG, -⟩ := (isBoundState_iff hh hg hq E).1 hu
  rw [eq_div_iff hD.ne'] at hG
  have h2 : 0 < 2 + q := by linarith [(abs_lt.1 hq).1]
  constructor
  · intro H
    have hq0 : q < 0 := by simpa [tail] using H 0
    by_contra hn
    have := mul_nonneg (sub_nonneg.2 (not_lt.1 hn)) hD.le
    nlinarith [mul_pos (neg_pos.2 hq0) h2]
  · intro H n
    have hq0 : q < 0 := by
      by_contra hn
      have := mul_pos (sub_pos.2 H) hD
      nlinarith [mul_nonneg (not_lt.1 hn) h2.le]
    have hk : ∀ k : ℕ, q ^ k * q ^ (k + 1) < 0 := by
      intro k
      have hne : q ^ k ≠ 0 := pow_ne_zero k hq0.ne
      rw [show q ^ k * q ^ (k + 1) = q * (q ^ k) ^ 2 by ring]
      exact mul_neg_of_neg_of_pos hq0 (by positivity)
    rcases lt_or_ge n 0 with hn | hn
    · rw [tail_eq (show n.natAbs = (n + 1).natAbs + 1 by omega), tail, mul_comm]
      exact hk _
    · rw [tail_eq (show (n + 1).natAbs = n.natAbs + 1 by omega), tail]
      exact hk _
```

## One decay factor for each strength and element size

With \(s=gh\), the strength relation is the quadratic \((s+3)q^2+4sq+(s-3)=0\). Take the root

\[ q=\frac{r-2s}{s+3},\qquad r=\sqrt{3s^2+9}. \]

Here \(q<1\) means \(r<3s+3\), which holds because \(3s^2+9<(3s+3)^2\). The bound \(q>-1\) means \(r>s-3\). If instead \(s-3\ge r\ge0\), squaring would give \((s-3)^2\ge3s^2+9\), which is false for \(s>0\). Finally \(sD=3(1-q^2)>0\) gives \(D>0\).

```lean
/-- Every `s > 0` equals `3(1 - q²)/D` for some `|q| < 1` with `D = 1 + 4q + q² > 0`. -/
lemma exists_decay {s : ℝ} (hs : 0 < s) : ∃ q : ℝ, |q| < 1 ∧ 0 < 1 + 4 * q + q ^ 2 ∧
    s = 3 * (1 - q ^ 2) / (1 + 4 * q + q ^ 2) := by
  obtain ⟨r, hr0, hr⟩ : ∃ r : ℝ, 0 ≤ r ∧ r ^ 2 = 3 * s ^ 2 + 9 :=
    ⟨√(3 * s ^ 2 + 9), Real.sqrt_nonneg _, Real.sq_sqrt (by positivity)⟩
  have h3 : 0 < s + 3 := by linarith
  obtain ⟨q, hqs⟩ : ∃ q : ℝ, q * (s + 3) = r - 2 * s :=
    ⟨(r - 2 * s) / (s + 3), div_mul_cancel₀ _ h3.ne'⟩
  have hu : r < 3 * s + 3 := by nlinarith
  have hl : s - 3 < r := by
    by_contra hn
    have h := not_lt.1 hn
    nlinarith [mul_nonneg (sub_nonneg.2 h) (by linarith : 0 ≤ s - 3 + r)]
  have hq1 : -1 < q := by
    by_contra hn
    nlinarith [mul_nonneg (sub_nonneg.2 (not_lt.1 hn)) h3.le]
  have hq2 : q < 1 := by
    by_contra hn
    nlinarith [mul_nonneg (sub_nonneg.2 (not_lt.1 hn)) h3.le]
  have hG : s * (1 + 4 * q + q ^ 2) = 3 * (1 - q ^ 2) := by
    apply mul_left_cancel₀ h3.ne'
    linear_combination hr + (q * (s + 3) + 2 * s + r) * hqs
  have hD : 0 < 1 + 4 * q + q ^ 2 := by
    by_contra hn
    have := mul_nonneg hs.le (sub_nonneg.2 (not_lt.1 hn))
    nlinarith
  exact ⟨q, abs_lt.2 ⟨hq1, hq2⟩, hD, (eq_div_iff hD.ne').2 hG⟩
```

If \(p\) and \(q\) both belong to the same \(gh\), eliminating it leaves

\[ (p-q)\bigl(4+2(p+q)+4pq\bigr)=0. \]

The second factor equals \(3(1+p)(1+q)+(1-p)(1-q)>0\), so \(p=q\). In the theorem, `∃!` expresses this uniqueness within the family \(q^{|n|}\); it does not say that every bound state has this form.

```lean
/-- For every strength `g > 0` and element size `h > 0` there is exactly one `q` with `|q| < 1`
for which the nodal values `q^|n|` are a bound state. -/
theorem existsUnique_decay {h g : ℝ} (hh : 0 < h) (hg : 0 < g) :
    ∃! q : ℝ, |q| < 1 ∧ ∃ E, IsBoundState h g E (tail q) := by
  obtain ⟨q, hq, hD, hG⟩ := exists_decay (mul_pos hg hh)
  refine ⟨q, ⟨hq, _, (isBoundState_iff hh hg hq _).2 ⟨hD, hG, rfl⟩⟩, ?_⟩
  rintro p ⟨hp, E, hu⟩
  obtain ⟨hD', hG', -⟩ := (isBoundState_iff hh hg hp E).1 hu
  rw [eq_div_iff hD.ne'] at hG
  rw [eq_div_iff hD'.ne'] at hG'
  obtain ⟨hq1, hq2⟩ := abs_lt.1 hq
  obtain ⟨hp1, hp2⟩ := abs_lt.1 hp
  -- eliminating gh leaves p - q times a positive factor
  have key : (p - q) * (4 + 2 * (p + q) + 4 * p * q) = 0 := by
    linear_combination (-(1 + 4 * p + p ^ 2) / 3) * hG + (1 + 4 * q + q ^ 2) / 3 * hG'
  have hpos : 0 < 4 + 2 * (p + q) + 4 * p * q := by
    nlinarith [mul_pos (by linarith : 0 < 1 + p) (by linarith : 0 < 1 + q),
      mul_pos (sub_pos.2 hp2) (sub_pos.2 hq2)]
  exact sub_eq_zero.1 ((mul_eq_zero.1 key).resolve_right hpos.ne')

end

end FiniteElementDelta
```

```lean
#print axioms FiniteElementDelta.isBoundState_iff
-- 'FiniteElementDelta.isBoundState_iff' depends on axioms: [propext, Classical.choice, Quot.sound]
#print axioms FiniteElementDelta.energy_gt
-- 'FiniteElementDelta.energy_gt' depends on axioms: [propext, Classical.choice, Quot.sound]
#print axioms FiniteElementDelta.alternates_iff
-- 'FiniteElementDelta.alternates_iff' depends on axioms: [propext, Classical.choice, Quot.sound]
#print axioms FiniteElementDelta.existsUnique_decay
-- 'FiniteElementDelta.existsUnique_decay' depends on axioms: [propext, Classical.choice, Quot.sound]
```

## A repulsive delta and a lumped overlap

Two variations follow by the same algebra, without a formal proof here. For \(g<0\) the node equations give the same relations, now with \(D<0\). This forces \(q<0\) and \(E>0\): the mesh supports a localised, alternating state that the continuum repulsive delta does not have.

The overlap could also have been modelled as lumped, with \(h\,u_n\) in place of \(\tfrac h6(u_{n-1}+4u_n+u_{n+1})\). The relations then become

\[ gh=\frac{1-q^2}{2q},\qquad E=-\frac{(1-q)^2}{2h^2q}. \]

For \(g>0\) this requires \(q>0\), so the tail of such a state never alternates, however coarse the mesh.
